# The expansion of 1/(q² + a²) in powers of q², with its exact remainder after N terms

For real q, real a > 0 and any natural number N, the theorem says that 1/(q² + a²) equals the sum of (−q²/a²)ᵏ/a² over k from 0 to N − 1, plus the remainder (−q²/a²)ᴺ/(q² + a²). If q is read as a wave number, this is a gradient expansion cut after N terms, since each factor q² stands for −∇² in real space. The identity is exact and says nothing about convergence, so q need not be small compared with a. The attempt goes by induction on N: `key` is the case of a single term, and the induction step adds `key` times (−q²/a²)ᴺ to the induction hypothesis.

An attempt in Lean 4 with a fault in it:

```lean
import Mathlib

open Polynomial

namespace SemilocalResponse

noncomputable section

/-- The gradient expansion of `1/(q² + a²)` cut after `N` terms, with its exact remainder. -/
theorem gradient_expansion_remainder (a q : ℝ) (ha : 0 < a) (N : ℕ) :
    1 / (q ^ 2 + a ^ 2) = ∑ k ∈ Finset.range N, (-(q ^ 2 / a ^ 2)) ^ k / a ^ 2 +
      (-(q ^ 2 / a ^ 2)) ^ N / (q ^ 2 + a ^ 2) := by
  have hD : q ^ 2 + a ^ 2 ≠ 0 := by positivity
  have ha' : a ≠ 0 := ha.ne'
  have key : 1 / (q ^ 2 + a ^ 2) =
      1 / a ^ 2 + -(q ^ 2 / a ^ 2) / (q ^ 2 + a ^ 2) := by
    rw [← sub_eq_zero]
    field_simp
    ring
  induction N with
  | zero => simp
  | succ N ih =>
    rw [Finset.sum_range_succ, pow_succ]
    linear_combination ih + (-(q ^ 2 / a ^ 2)) ^ N * key

end

end SemilocalResponse
```

Lean reports:

```
Main.lean:24:4: error: ring failed, ring expressions not equal
a q : ℝ
ha : 0 < a
hD : q ^ 2 + a ^ 2 ≠ 0
ha' : a ≠ 0
key : 1 / (q ^ 2 + a ^ 2) = 1 / a ^ 2 + -(q ^ 2 / a ^ 2) / (q ^ 2 + a ^ 2)
N : ℕ
ih :
  1 / (q ^ 2 + a ^ 2) = ∑ k ∈ Finset.range N, (-(q ^ 2 / a ^ 2)) ^ k / a ^ 2 + (-(q ^ 2 / a ^ 2)) ^ N / (q ^ 2 + a ^ 2)
⊢ ∑ k ∈ Finset.range N, (-(q ^ 2 / a ^ 2)) ^ k / a ^ 2 - ∑ x ∈ Finset.range N, (-(q * q / a ^ 2)) ^ x / a ^ 2 = 0
```

Diagnosis. The message says that `ring`, which `linear_combination` calls to check the final identity, was left with a difference of two sums it could not cancel. They are equal in value, but one contains `q ^ 2` and the other `q * q`.

The second form comes from the bare `pow_succ` in the `rw`. It was meant to split the power `N + 1`, but its pattern is any power with a successor exponent, and `q ^ 2` fits, since 2 is 1 + 1. `rw` settled on `q ^ 2` and rewrote it throughout the goal, including inside the sum. The induction hypothesis `ih` kept `q ^ 2`. `ring` treats each sum as an opaque atom, and it did not recognise these two as the same.

The repair gives `pow_succ` its base and exponent explicitly, `(-(q ^ 2 / a ^ 2))` and `N`. Now only the power `N + 1` of that base can match, the sum in the goal stays as it is in `ih`, and the two cancel.

The change, after which it compiles:

```diff
@@ -21,5 +21,5 @@
   | zero => simp
   | succ N ih =>
-    rw [Finset.sum_range_succ, pow_succ]
+    rw [Finset.sum_range_succ, pow_succ (-(q ^ 2 / a ^ 2)) N]
     linear_combination ih + (-(q ^ 2 / a ^ 2)) ^ N * key
 
```
